# Core–valence cancellation in the paramagnetic response of independent electrons with separated levels

Let the valence orbitals respond to a perturbation by mixing with core and empty orbitals, and the core orbitals by mixing with valence and empty ones. The sum of the two paramagnetic responses equals the response of all occupied orbitals into the empty ones alone. This holds for Hermitian operators and finite sets of orbitals, provided that no level in one of the three sets (core, valence, empty) equals a level in another.

## Final states that are already filled

A magnetic field induces currents in the electrons, and these produce a further field at each nucleus. The paramagnetic part of the resulting NMR shielding comes from the first-order change of the orbitals. In an all-electron calculation that expands this change in the field-free orbitals, the admixtures of fully occupied orbitals to one another cancel, and only those of empty orbitals contribute to the total.

A frozen-core method such as GIPAW treats core and valence separately. The valence part then depends on whether the core orbitals are admitted as final states. For independent electrons in a finite set of orbitals, admitting them leaves the total shielding unchanged if the core part admits the valence orbitals in return.

## The quantities and their Lean form

Label the orbitals by $a,b$ and their real levels by $e_a,e_b$. The matrix $A$ represents the operator for the induced field at the nucleus, and $B$ the magnetic perturbation; here $A$ is not the vector potential and $B$ is not the field itself. The finite sets $C$, $V$ and $E$ hold the core, valence and empty orbitals, so $E$ is not an energy.

Let $X_{ba}$ be the component along $b$ of the first-order orbital $a$. For two different orbitals $a$ and $b$, the projected Sternheimer equation and the paramagnetic term are

$$(e_a-e_b)X_{ba}=B_{ba},\qquad t(a,b)=2\,\mathrm{Re}(A_{ab}X_{ba}).$$

In Lean these are `Sternheimer` and `paraTerm`, with $X_{ba}$ written `X b a`. `paraSum A X S T` adds the terms for $a\in S$ and $b\in T$; below it is written $R(S,T)$. For Hermitian $A$, $t(a,b)$ is the part of the first-order expectation value of $A$ in orbital $a$ that comes from the admixture of $b$. Prefactors for units, sign and spin are left out.

`Separated e S T` says that no level in $S$ equals one in $T$. Degeneracy within a set is allowed. If two levels did coincide, the Sternheimer equation would require $B_{ba}=0$ and leave $X_{ba}$ undetermined.

The theorem `core_valence_cancellation` assumes that $A$ and $B$ are Hermitian and that the three sets are mutually separated. The matrices `XV`, `XC` and `X` solve the Sternheimer equations of the valence, core and all-electron calculations, each for the pairs it needs. The conclusion is

$$R(V,C\cup E)+R(C,V\cup E)=R(C\cup V,E),$$

with each response computed from its own amplitudes.

The orbitals are taken to be orthonormal eigenstates of one Hamiltonian, with the same $A$ and $B$ throughout. In GIPAW the core is frozen from an isolated atom, and the step from the common eigenbasis to that core is an approximation which the hypotheses leave open.

## Exchange of two orbitals reverses the sign

For $e_a\ne e_b$, the Sternheimer equation gives $X_{ba}=B_{ba}/(e_a-e_b)$. The denominator is real, so

$$t(a,b)=\frac{2\,\mathrm{Re}(A_{ab}B_{ba})}{e_a-e_b}.$$

Hermiticity gives

$$A_{ba}B_{ab}=\overline{A_{ab}}\;\overline{B_{ba}}=\overline{A_{ab}B_{ba}}.$$

The numerator is therefore unchanged when $a$ and $b$ are exchanged, while the denominator changes sign. Hence $t(b,a)=-t(a,b)$.

Since the sets are disjoint, the left-hand side of the theorem splits into

$$R(V,C)+R(V,E)+R(C,V)+R(C,E).$$

The first and third sums cancel:

$$R(V,C)=\sum_{v\in V}\sum_{c\in C}t(v,c)=-\sum_{c\in C}\sum_{v\in V}t(c,v)=-R(C,V).$$

What remains is $R(V,E)+R(C,E)=R(C\cup V,E)$.

As an arithmetic example, take core, valence and empty levels 0, 1 and 2, with all matrix elements equal to 1. This is not a realistic magnetic perturbation: in real orbitals, the matrix elements of an orbital magnetic perturbation are imaginary and its diagonal is zero. A Hermitian matrix $A=B$ with off-diagonal elements $\pm i$ gives the same values. The valence response is $2-2=0$ with the core admitted and $-2$ without it. The core response into the other two orbitals is $-2-1=-3$. The total is $0-3=-3$, equal to the all-electron value $-1-2$.

## Several shells and partial occupations

The occupied set may also be divided into any number of shells, with distinct levels in different shells. Let $D$ be the sum of $t(a,b)$ over ordered pairs of occupied orbitals from different shells. Exchanging the names $a$ and $b$ gives $D=-D$, so $D=0$, and only the response into empty orbitals is left. This is `shell_cancellation`, where `s` assigns each orbital its shell. The theorem also assumes that no occupied level equals an empty one. Where its docstring says "the empty set `E`", it means the set of empty orbitals, not a set without elements.

The same exchange handles real occupations $f_a$ in a finite set of orbitals with mutually distinct levels, a variant given here without a Lean proof:

$$\sum_{a\ne b}f_a\,t(a,b)=\frac12\sum_{a\ne b}(f_a-f_b)\,t(a,b).$$

Pairs with equal occupations drop out.

## The Lean development

```lean
import Mathlib

open Finset

namespace GIPAWShielding

noncomputable section

variable {ι κ : Type*} {e : ι → ℝ} {A B X Y : Matrix ι ι ℂ}

/-- No level of an orbital in `S` coincides with a level of an orbital in `T`. -/
def Separated (e : ι → ℝ) (S T : Finset ι) : Prop :=
  ∀ a ∈ S, ∀ b ∈ T, e a ≠ e b

/-- The Sternheimer equation for orbital `a` under the perturbation `B`, projected on another
orbital `b`; `X b a` is the component along `b` of the first-order orbital `a`. -/
def Sternheimer (e : ι → ℝ) (B X : Matrix ι ι ℂ) (a b : ι) : Prop :=
  ((e a - e b : ℝ) : ℂ) * X b a = B b a

/-- The paramagnetic term `2 Re (A_ab X_ba)`: the part of the first-order expectation value
of `A` in orbital `a` that comes from the admixture of orbital `b`. -/
def paraTerm (A X : Matrix ι ι ℂ) (a b : ι) : ℝ :=
  2 * (A a b * X b a).re

/-- The paramagnetic response of the orbitals in `S` through admixture of those in `T`. -/
def paraSum (A X : Matrix ι ι ℂ) (S T : Finset ι) : ℝ :=
  ∑ a ∈ S, ∑ b ∈ T, paraTerm A X a b

/-- The first-order amplitudes `B_ba / (e_a - e_b)`, meant for pairs with `e_a ≠ e_b`. -/
def firstOrder (e : ι → ℝ) (B : Matrix ι ι ℂ) : Matrix ι ι ℂ :=
  fun b a => B b a / ((e a - e b : ℝ) : ℂ)

/-- Sets of orbitals with separated levels have no orbital in common. -/
theorem Separated.disjoint {S T : Finset ι} (h : Separated e S T) : Disjoint S T :=
  Finset.disjoint_left.mpr fun a ha hb => h a ha a hb rfl

/-- Between sets with separated levels, the amplitudes `B_ba / (e_a - e_b)` solve the
projected Sternheimer equations. -/
theorem firstOrder_solves {S T : Finset ι} (h : Separated e S T) :
    ∀ a ∈ S, ∀ b ∈ T, Sternheimer e B (firstOrder e B) a b := by
  intro a ha b hb
  have hd : ((e a - e b : ℝ) : ℂ) ≠ 0 :=
    Complex.ofReal_ne_zero.mpr (sub_ne_zero.mpr (h a ha b hb))
  unfold Sternheimer firstOrder
  field_simp

/-- For two distinct levels, a solution of the Sternheimer equation gives the
paramagnetic term `2 Re (A_ab B_ba) / (e_a - e_b)`. -/
theorem paraTerm_eq {a b : ι} (hne : e a ≠ e b) (h : Sternheimer e B X a b) :
    paraTerm A X a b = 2 * (A a b * B b a).re / (e a - e b) := by
  unfold Sternheimer at h
  rw [eq_div_iff (sub_ne_zero.mpr hne), ← h]
  simp only [paraTerm, Complex.mul_re, Complex.mul_im, Complex.ofReal_re, Complex.ofReal_im]
  ring

/-- Between sets with separated levels, the response obtained from the Sternheimer
equations is the sum over states with energy denominators. -/
theorem paraSum_eq {S T : Finset ι} (hs : Separated e S T)
    (h : ∀ a ∈ S, ∀ b ∈ T, Sternheimer e B X a b) :
    paraSum A X S T = ∑ a ∈ S, ∑ b ∈ T, 2 * (A a b * B b a).re / (e a - e b) :=
  Finset.sum_congr rfl fun a ha => Finset.sum_congr rfl fun b hb =>
    paraTerm_eq (hs a ha b hb) (h a ha b hb)

/-- For Hermitian `A` and `B` and two distinct levels, the admixture of `b` into `a` and that of `a`
into `b`, each solving its Sternheimer equation, give opposite paramagnetic terms. -/
theorem paraTerm_antisymm (hA : A.IsHermitian) (hB : B.IsHermitian) {a b : ι}
    (hne : e a ≠ e b) (hX : Sternheimer e B X a b) (hY : Sternheimer e B Y b a) :
    paraTerm A X a b = -paraTerm A Y b a := by
  -- the numerator is symmetric, the denominator antisymmetric
  have hn : (A b a * B a b).re = (A a b * B b a).re := by
    rw [← hA.apply b a, ← hB.apply a b]
    simp [Complex.mul_re]
  rw [paraTerm_eq hne hX, paraTerm_eq hne.symm hY, hn, ← neg_sub (e a) (e b),
    div_neg, neg_neg]

/-- Core-valence cancellation. Let `A`, `B` be Hermitian and the core, valence and empty
levels mutually separated. The valence response into core and empty orbitals plus the core
response into valence and empty orbitals is the response of all occupied orbitals into the
empty ones, each response being computed from its own Sternheimer equations. -/
theorem core_valence_cancellation [DecidableEq ι] (hA : A.IsHermitian) (hB : B.IsHermitian)
    {C V E : Finset ι} {XV XC : Matrix ι ι ℂ}
    (hCV : Separated e C V) (hCE : Separated e C E) (hVE : Separated e V E)
    (hV : ∀ a ∈ V, ∀ b ∈ C ∪ E, Sternheimer e B XV a b)
    (hC : ∀ a ∈ C, ∀ b ∈ V ∪ E, Sternheimer e B XC a b)
    (hX : ∀ a ∈ C ∪ V, ∀ b ∈ E, Sternheimer e B X a b) :
    paraSum A XV V (C ∪ E) + paraSum A XC C (V ∪ E) = paraSum A X (C ∪ V) E := by
  have split : ∀ (Z : Matrix ι ι ℂ) (S T U : Finset ι), Disjoint T U →
      paraSum A Z S (T ∪ U) = paraSum A Z S T + paraSum A Z S U := by
    intro Z S T U h
    simp only [paraSum, Finset.sum_union h, Finset.sum_add_distrib]
  have hocc : paraSum A X (C ∪ V) E = paraSum A X C E + paraSum A X V E := by
    unfold paraSum
    exact Finset.sum_union hCV.disjoint
  -- the core-valence terms cancel in pairs
  have hcancel : paraSum A XV V C = -paraSum A XC C V := by
    unfold paraSum
    rw [Finset.sum_comm, ← Finset.sum_neg_distrib]
    refine Finset.sum_congr rfl fun c hc => ?_
    rw [← Finset.sum_neg_distrib]
    exact Finset.sum_congr rfl fun v hv => paraTerm_antisymm hA hB (hCV c hc v hv).symm
      (hV v hv c (Finset.mem_union_left _ hc)) (hC c hc v (Finset.mem_union_left _ hv))
  -- the separate calculations agree on the empty orbitals
  have hv : paraSum A XV V E = paraSum A X V E :=
    (paraSum_eq hVE fun a ha b hb => hV a ha b (Finset.mem_union_right _ hb)).trans
      (paraSum_eq hVE fun a ha b hb => hX a (Finset.mem_union_right _ ha) b hb).symm
  have hc : paraSum A XC C E = paraSum A X C E :=
    (paraSum_eq hCE fun a ha b hb => hC a ha b (Finset.mem_union_right _ hb)).trans
      (paraSum_eq hCE fun a ha b hb => hX a (Finset.mem_union_left _ ha) b hb).symm
  rw [split XV V C E hCE.disjoint, split XC C V E hVE.disjoint, hocc, hcancel, hv, hc]
  ring

/-- The same cancellation for any number of shells: let `s` label the shells of the occupied set
`O`, with distinct levels in different shells and `O` separated from the empty set `E`. For
Hermitian `A`, `B`, letting each orbital respond into all other shells and `E` gives the response of
`O` into `E`, both being computed from their Sternheimer equations. -/
theorem shell_cancellation [DecidableEq ι] [DecidableEq κ]
    (hA : A.IsHermitian) (hB : B.IsHermitian) {O E : Finset ι} (s : ι → κ)
    (hO : ∀ a ∈ O, ∀ b ∈ O, s a ≠ s b → e a ≠ e b) (hE : Separated e O E)
    (hX : ∀ a ∈ O, ∀ b ∈ O.filter (fun b => s b ≠ s a) ∪ E, Sternheimer e B X a b)
    (hY : ∀ a ∈ O, ∀ b ∈ E, Sternheimer e B Y a b) :
    ∑ a ∈ O, ∑ b ∈ O.filter (fun b => s b ≠ s a) ∪ E, paraTerm A X a b
      = paraSum A Y O E := by
  have hsplit : ∑ a ∈ O, ∑ b ∈ O.filter (fun b => s b ≠ s a) ∪ E, paraTerm A X a b
      = ∑ a ∈ O, ∑ b ∈ O.filter (fun b => s b ≠ s a), paraTerm A X a b
        + paraSum A X O E := by
    unfold paraSum
    rw [← Finset.sum_add_distrib]
    exact Finset.sum_congr rfl fun a _ => Finset.sum_union
      (hE.disjoint.mono_left (Finset.filter_subset _ _))
  -- the sum over pairs of different shells equals its own negative
  have hneg : ∑ a ∈ O, ∑ b ∈ O.filter (fun b => s b ≠ s a), paraTerm A X a b
      = -∑ a ∈ O, ∑ b ∈ O.filter (fun b => s b ≠ s a), paraTerm A X a b := by
    simp only [Finset.sum_filter]
    conv_lhs => rw [Finset.sum_comm]
    rw [← Finset.sum_neg_distrib]
    refine Finset.sum_congr rfl fun a ha => ?_
    rw [← Finset.sum_neg_distrib]
    refine Finset.sum_congr rfl fun b hb => ?_
    by_cases h : s a = s b
    · simp [h]
    · have h' : s b ≠ s a := fun k => h k.symm
      rw [if_pos h, if_pos h']
      exact paraTerm_antisymm hA hB (hO b hb a ha h')
        (hX b hb a (Finset.mem_union_left _ (Finset.mem_filter.mpr ⟨ha, h⟩)))
        (hX a ha b (Finset.mem_union_left _ (Finset.mem_filter.mpr ⟨hb, h'⟩)))
  have hempty : paraSum A X O E = paraSum A Y O E :=
    (paraSum_eq hE fun a ha b hb => hX a ha b (Finset.mem_union_right _ hb)).trans
      (paraSum_eq hE hY).symm
  rw [hsplit, hempty]
  linarith

/-- Core level 0, valence level 1 and empty level 2, with all matrix elements of `A = B`
equal to 1: the levels are separated, and the valence response is 0 with the core orbital
admitted as a final state and -2 without it. -/
theorem core_valence_witness :
    let e : Fin 3 → ℝ := ![0, 1, 2]
    let M : Matrix (Fin 3) (Fin 3) ℂ := Matrix.of fun _ _ => 1
    M.IsHermitian ∧ Separated e {0} {1} ∧ Separated e {0} {2} ∧ Separated e {1} {2} ∧
      paraSum M (firstOrder e M) {1} {0, 2} = 0 ∧
      paraSum M (firstOrder e M) {1} {2} = -2 := by
  intro e M
  have e0 : e 0 = 0 := rfl
  have e1 : e 1 = 1 := rfl
  have e2 : e 2 = 2 := rfl
  have h02 : (0 : Fin 3) ≠ 2 := by decide
  have h1 : Separated e {1} {0, 2} := by norm_num [Separated, e0, e1, e2]
  have h2 : Separated e {1} {2} := by norm_num [Separated, e1, e2]
  refine ⟨?_, by norm_num [Separated, e0, e1], by norm_num [Separated, e0, e2], h2, ?_, ?_⟩
  · ext i j
    simp [M, Matrix.conjTranspose_apply]
  · rw [paraSum_eq h1 (firstOrder_solves h1), Finset.sum_singleton, Finset.sum_pair h02]
    norm_num [M, e0, e1, e2]
  · rw [paraSum_eq h2 (firstOrder_solves h2), Finset.sum_singleton, Finset.sum_singleton]
    norm_num [M, e1, e2]

end

end GIPAWShielding
```

```lean
#print axioms GIPAWShielding.core_valence_cancellation
-- 'GIPAWShielding.core_valence_cancellation' depends on axioms: [propext, Classical.choice, Quot.sound]
#print axioms GIPAWShielding.shell_cancellation
-- 'GIPAWShielding.shell_cancellation' depends on axioms: [propext, Classical.choice, Quot.sound]
```

## From single terms to the full sums

`Separated.disjoint` notes that a shared orbital would have a level different from itself. `firstOrder_solves` shows that the explicit amplitudes satisfy the Sternheimer equations, so these can be solved between any separated sets. Used for all three calculations, together with `paraSum_eq`, they turn the main theorem into the identity with energy denominators.

`paraTerm_eq` derives the denominator formula for one pair: it multiplies through by $e_a-e_b$, replaces $B_{ba}$ by the left-hand side of the Sternheimer equation and compares real parts. `paraSum_eq` applies this to every term of a sum. In `paraTerm_antisymm`, the step `hn` is the symmetry of the numerator, and the final rewriting reverses the denominator. The two amplitudes may come from different matrices `X` and `Y`.

In the main proof, `split` and `hocc` separate the unions. `hcancel` exchanges the order of summation and applies the antisymmetry pair by pair. `hv` and `hc` show that the separate calculations agree with the all-electron one on the empty orbitals, because both equal the same sum over states.

For shells, `hsplit` detaches the response into $E$, and `hneg` is the equation $D=-D$. Its case distinction discards pairs within one shell and uses antisymmetry for the others. `hempty` matches the two calculations on $E$, and `linarith` finishes.

`core_valence_witness` checks the separation and Hermiticity conditions in the three-level example, and its two valence values, 0 and $-2$.
